# Two unit vectors of ℂ²ⁿ are partners under some antiunitary T with T² = −1 exactly when they are orthogonal

## Spin-1/2 and its reversed partner

Time reversal turns spin up into spin down, and a second reversal returns spin up with a minus sign. The same sign appears for the electronic states of any system with an odd number of electrons: on these states, time reversal is an antiunitary operator T with T² = −1. A state x and its partner Tx are then orthogonal. If x is an energy eigenstate and T commutes with the Hamiltonian, Tx is an eigenstate with the same energy, and the two form a Kramers doublet.

Now take the pair as given and T as unknown. Which pairs of unit vectors x, y can be related by Tx = y for some such T? Orthogonality is necessary. In a space of finite even dimension it is also sufficient, so every orthonormal pair there has the form x, Tx for a suitably chosen T.

No Hamiltonian enters this question, so the result concerns the pairing of states and not the degeneracy of energy levels. For a Kramers doublet, x must also be an energy eigenstate, and T must be the system's own time reversal and commute with its Hamiltonian.

## The statement and its Lean form

Let E be a complex inner-product space of finite dimension, and let x, y be unit vectors in E. Then

an antiunitary T with T² = −1 and Tx = y exists ⇔ dim E is even and ⟨x,y⟩ = 0.

This is `exists_kramersReversal_iff`. The case E = ℂ²ⁿ, where the dimension is even from the start, is `kramers_doublet_iff_orthogonal`. The word "doublet" in that name means only a pair x, Tx, with no condition on energies.

In Lean, T is a plain function `E → E`, and its properties are listed in two structures.

- `IsAntiunitary` requires T(u + v) = Tu + Tv, T(cv) = c* Tv, ⟨Tu,Tv⟩ = ⟨v,u⟩ and surjectivity. The inner product is conjugate-linear in its first argument, as in Dirac notation.
- `IsKramersReversal` adds T(Tv) = −v, the condition that stands for half-integer total spin. Despite the name, nothing is required about how T acts on position, momentum or spin operators.

The dimension is `Module.finrank ℂ E`, and ℂ²ⁿ with its usual inner product is `EuclideanSpace ℂ (Fin (2 * n))`. Infinite-dimensional spaces are left out. The value n = 0 is allowed, but that space has no unit vectors.

## Orthogonality and even dimension are necessary

Let T be antiunitary with T² = −1. Apply the rule for inner products to the vectors Tv and u:

⟨u,Tv⟩ = ⟨T(Tv),Tu⟩ = ⟨−v,Tu⟩ = −⟨v,Tu⟩.

For u = v this reads ⟨v,Tv⟩ = −⟨v,Tv⟩, so ⟨v,Tv⟩ = 0. In particular, y = Tx is orthogonal to x.

For the dimension d, choose an orthonormal basis b_i and set K_ij = ⟨b_i,Tb_j⟩. Here K is a matrix, not the complex conjugation that textbooks often denote by this letter. The relation above gives Kᵀ = −K. The matrix is also unitary, because T is antiunitary. In the second line below, the relation above is used twice and the two signs cancel:

(KK†)_ij = Σ_k ⟨b_i,Tb_k⟩ ⟨b_j,Tb_k⟩*
= Σ_k ⟨b_k,Tb_i⟩ ⟨Tb_j,b_k⟩
= ⟨Tb_j,Tb_i⟩ = ⟨b_i,b_j⟩ = δ_ij.

Antisymmetry gives det K = det Kᵀ = (−1)^d det K. If d were odd, det K would vanish, which contradicts det K · det K† = 1. Hence d is even.

## Building T from an orthogonal pair

Let d = 2m, and split an orthonormal basis into two halves b_k and b'_k, where k takes m values. Define

Tv = Σ_k (⟨v,b_k⟩ b'_k − ⟨v,b'_k⟩ b_k).

The vector v stands in the conjugate-linear argument, so T is additive and conjugate-linear. Its components are

⟨b_k,Tv⟩ = −⟨v,b'_k⟩,  ⟨b'_k,Tv⟩ = ⟨v,b_k⟩,

and complex conjugation gives

⟨Tv,b_k⟩ = −⟨b'_k,v⟩,  ⟨Tv,b'_k⟩ = ⟨b_k,v⟩.

Applying T twice reverses the sign of every component:

⟨b_k,T(Tv)⟩ = −⟨Tv,b'_k⟩ = −⟨b_k,v⟩,
⟨b'_k,T(Tv)⟩ = ⟨Tv,b_k⟩ = −⟨b'_k,v⟩.

So T² = −1. This also makes T surjective, since v = T(T(−v)). For inner products, expand in the basis:

⟨Tu,Tv⟩ = Σ_k (⟨Tu,b_k⟩⟨b_k,Tv⟩ + ⟨Tu,b'_k⟩⟨b'_k,Tv⟩)
= Σ_k (⟨b'_k,u⟩⟨v,b'_k⟩ + ⟨b_k,u⟩⟨v,b_k⟩) = ⟨v,u⟩.

Finally, Tb_k = b'_k by orthonormality. Given orthogonal unit vectors x and y, complete them to an orthonormal basis in which x = b_k and y = b'_k for one k. Then Tx = y.

## A single spin-1/2

For n = 1, let x = (α, β) with |α|² + |β|² = 1. The unit vectors orthogonal to x are y = e^{iφ}(−β*, α*) with φ real. The operator

T(v₁, v₂) = e^{iφ}(−v₂*, v₁*)

sends x to y and squares to −1. It is the usual spin-1/2 time reversal up to a phase. It is also the only choice, because Tx = y and Ty = −x fix a conjugate-linear map on ℂ².

## Spinor pairs in electronic structure

Relativistic electronic-structure methods often group one-electron spinors into pairs ψ, Tψ, where T is the physical time reversal. In a spinor space of finite even dimension, the orthogonality of two normalised spinors shows only that some antiunitary with square −1 pairs them. Whether the physical time reversal does so has to be checked with that operator itself.

## The Lean file

```lean
import Mathlib

open Matrix
open scoped InnerProductSpace ComplexConjugate

namespace KramersPair

variable {E : Type*} [NormedAddCommGroup E] [InnerProductSpace ℂ E]

/-- An antiunitary operator: a conjugate-linear map of the state space onto itself that
turns every inner product into its complex conjugate. -/
structure IsAntiunitary (T : E → E) : Prop where
  map_add : ∀ u v, T (u + v) = T u + T v
  map_smul : ∀ (c : ℂ) (v : E), T (c • v) = conj c • T v
  inner_map : ∀ u v, ⟪T u, T v⟫_ℂ = ⟪v, u⟫_ℂ
  surjective : Function.Surjective T

/-- A time reversal of Kramers type: an antiunitary operator with `T² = -1`. -/
structure IsKramersReversal (T : E → E) : Prop extends IsAntiunitary T where
  sq : ∀ v, T (T v) = -v

/-- For an antiunitary `T` with `T² = -1`, the amplitude `⟨u, T v⟩` changes sign when
`u` and `v` are exchanged. -/
theorem IsKramersReversal.skew {T : E → E} (hT : IsKramersReversal T) (u v : E) :
    ⟪u, T v⟫_ℂ = -⟪v, T u⟫_ℂ := by
  rw [← hT.inner_map (T v) u, hT.sq, inner_neg_left]

/-- For an antiunitary `T` with `T² = -1`, every state is orthogonal to its time-reversed
partner. -/
theorem IsKramersReversal.inner_self_map {T : E → E} (hT : IsKramersReversal T) (v : E) :
    ⟪v, T v⟫_ℂ = 0 := by
  linear_combination (hT.skew v v) / 2

/-- A finite-dimensional state space that carries an antiunitary `T` with `T² = -1` has
even dimension. -/
theorem IsKramersReversal.even_finrank [FiniteDimensional ℂ E] {T : E → E}
    (hT : IsKramersReversal T) : Even (Module.finrank ℂ E) := by
  by_contra h
  have hodd := Nat.not_even_iff_odd.mp h
  let b := stdOrthonormalBasis ℂ E
  let K : Matrix (Fin (Module.finrank ℂ E)) (Fin (Module.finrank ℂ E)) ℂ :=
    Matrix.of fun i j => ⟪b i, T (b j)⟫_ℂ
  -- the matrix of `T` is antisymmetric
  have hskew : Kᵀ = -K := by
    ext i j
    exact hT.skew (b j) (b i)
  -- and unitary
  have hK : K * Kᴴ = 1 := by
    ext i j
    rw [Matrix.mul_apply, Matrix.one_apply, ← orthonormal_iff_ite.mp b.orthonormal i j,
      ← hT.inner_map (b j) (b i), ← b.sum_inner_mul_inner (T (b j)) (T (b i))]
    refine Finset.sum_congr rfl fun k _ => ?_
    rw [Matrix.conjTranspose_apply]
    change ⟪b i, T (b k)⟫_ℂ * star ⟪b j, T (b k)⟫_ℂ = _
    rw [hT.skew (b i) (b k), hT.skew (b j) (b k), star_neg,
      ← inner_conj_symm (T (b j)) (b k), starRingEnd_apply]
    ring
  -- in odd dimension an antisymmetric matrix is singular
  have hdet : K.det = -K.det := by
    calc K.det = Kᵀ.det := (Matrix.det_transpose K).symm
      _ = (-K).det := by rw [hskew]
      _ = -K.det := by
        rw [Matrix.det_neg, Fintype.card_fin, hodd.neg_one_pow, neg_one_mul]
  have h0 : K.det = 0 := by linear_combination hdet / 2
  have h1 := congrArg Matrix.det hK
  rw [Matrix.det_mul, h0, zero_mul, Matrix.det_one] at h1
  exact zero_ne_one h1

/-- The time reversal that pairs the two halves of an orthonormal basis: it conjugates
the amplitudes, sends each vector of the first half to its partner in the second half, and
sends that partner to minus the first vector. -/
noncomputable def pairedReversal {m : ℕ} (b : OrthonormalBasis (Fin m ⊕ Fin m) ℂ E)
    (v : E) : E :=
  ∑ k, (⟪v, b (Sum.inl k)⟫_ℂ • b (Sum.inr k) - ⟪v, b (Sum.inr k)⟫_ℂ • b (Sum.inl k))

/-- The amplitudes of a time-reversed state in the paired basis: they are conjugated and
exchanged between partners, with one change of sign. -/
theorem inner_pairedReversal {m : ℕ} (b : OrthonormalBasis (Fin m ⊕ Fin m) ℂ E)
    (v : E) (k : Fin m) :
    ⟪b (Sum.inl k), pairedReversal b v⟫_ℂ = -⟪v, b (Sum.inr k)⟫_ℂ ∧
    ⟪b (Sum.inr k), pairedReversal b v⟫_ℂ = ⟪v, b (Sum.inl k)⟫_ℂ := by
  have hb := orthonormal_iff_ite.mp b.orthonormal
  constructor <;>
    simp [pairedReversal, hb]

/-- The reversal that pairs the two halves of an orthonormal basis is antiunitary and
squares to `-1`. -/
theorem pairedReversal_witness {m : ℕ} (b : OrthonormalBasis (Fin m ⊕ Fin m) ℂ E) :
    IsKramersReversal (pairedReversal b) := by
  have il := fun v k => (inner_pairedReversal b v k).1
  have ir := fun v k => (inner_pairedReversal b v k).2
  have hl : ∀ u k, ⟪pairedReversal b u, b (Sum.inl k)⟫_ℂ = -⟪b (Sum.inr k), u⟫_ℂ := by
    intro u k
    rw [← inner_conj_symm, il, map_neg, inner_conj_symm]
  have hr : ∀ u k, ⟪pairedReversal b u, b (Sum.inr k)⟫_ℂ = ⟪b (Sum.inl k), u⟫_ℂ := by
    intro u k
    rw [← inner_conj_symm, ir, inner_conj_symm]
  -- two reversals change the sign of every amplitude
  have hsq : ∀ v, pairedReversal b (pairedReversal b v) = -v := by
    intro v
    have h : ∀ i, ⟪b i, pairedReversal b (pairedReversal b v)⟫_ℂ = ⟪b i, -v⟫_ℂ := by
      rintro (k | k)
      · rw [il, hr, inner_neg_right]
      · rw [ir, hl, inner_neg_right]
    calc pairedReversal b (pairedReversal b v)
        = ∑ i, ⟪b i, pairedReversal b (pairedReversal b v)⟫_ℂ • b i :=
          (b.sum_repr' _).symm
      _ = ∑ i, ⟪b i, -v⟫_ℂ • b i := Finset.sum_congr rfl fun i _ => by rw [h i]
      _ = -v := b.sum_repr' _
  refine ⟨⟨fun u v => ?_, fun c v => ?_, fun u v => ?_, fun v => ?_⟩, hsq⟩
  · simp only [pairedReversal, ← Finset.sum_add_distrib]
    refine Finset.sum_congr rfl fun k _ => ?_
    rw [inner_add_left, inner_add_left]
    module
  · simp only [pairedReversal, Finset.smul_sum]
    refine Finset.sum_congr rfl fun k _ => ?_
    rw [inner_smul_left, inner_smul_left]
    module
  · -- expand both inner products in the paired basis
    rw [← b.sum_inner_mul_inner (pairedReversal b u) (pairedReversal b v),
      ← b.sum_inner_mul_inner v u, Fintype.sum_sum_type, Fintype.sum_sum_type]
    simp only [hl, hr, il, ir]
    rw [add_comm]
    congr 1 <;> exact Finset.sum_congr rfl fun k _ => by ring
  · exact ⟨pairedReversal b (-v), by rw [hsq, neg_neg]⟩

/-- The paired reversal sends each vector of the first half of the basis to its partner. -/
theorem pairedReversal_apply {m : ℕ} (b : OrthonormalBasis (Fin m ⊕ Fin m) ℂ E)
    (k : Fin m) : pairedReversal b (b (Sum.inl k)) = b (Sum.inr k) := by
  have hb := orthonormal_iff_ite.mp b.orthonormal
  simp [pairedReversal, hb]

/-- For unit vectors `x`, `y` of a finite-dimensional state space, an antiunitary `T` with
`T² = -1` and `T x = y` exists if and only if the dimension is even and `x` is orthogonal
to `y`. -/
theorem exists_kramersReversal_iff [FiniteDimensional ℂ E] {x y : E}
    (hx : ‖x‖ = 1) (hy : ‖y‖ = 1) :
    (∃ T : E → E, IsKramersReversal T ∧ T x = y) ↔
      Even (Module.finrank ℂ E) ∧ ⟪x, y⟫_ℂ = 0 := by
  constructor
  · rintro ⟨T, hT, rfl⟩
    exact ⟨hT.even_finrank, hT.inner_self_map x⟩
  · rintro ⟨⟨m, hm⟩, hxy⟩
    have hx0 : x ≠ 0 := by
      rintro rfl
      simp at hx
    have : Nontrivial E := ⟨x, 0, hx0⟩
    have hpos : 0 < Module.finrank ℂ E := Module.finrank_pos
    obtain ⟨k⟩ : Nonempty (Fin m) := ⟨⟨0, by omega⟩⟩
    -- place `x` and `y` as partners and complete them to an orthonormal basis
    have hv : Orthonormal ℂ (Set.domRestrict ({Sum.inl k, Sum.inr k} : Set (Fin m ⊕ Fin m))
        (Sum.elim (fun _ => x) (fun _ => y))) := by
      constructor
      · rintro ⟨i, rfl | rfl⟩
        · exact hx
        · exact hy
      · rintro ⟨i, rfl | rfl⟩ ⟨j, rfl | rfl⟩ hij
        · exact (hij rfl).elim
        · exact hxy
        · exact inner_eq_zero_symm.mp hxy
        · exact (hij rfl).elim
    obtain ⟨b, hb⟩ := hv.exists_orthonormalBasis_extension_of_card_eq (by simp [hm])
    have h1 : b (Sum.inl k) = x := hb _ (Or.inl rfl)
    have h2 : b (Sum.inr k) = y := hb _ (Or.inr rfl)
    exact ⟨pairedReversal b, pairedReversal_witness b, by
      rw [← h1, pairedReversal_apply, h2]⟩

/-- Unit vectors `x`, `y` of `ℂ²ⁿ` are related by `T x = y` for some antiunitary `T` with
`T² = -1` if and only if they are orthogonal. -/
theorem kramers_doublet_iff_orthogonal {n : ℕ} {x y : EuclideanSpace ℂ (Fin (2 * n))}
    (hx : ‖x‖ = 1) (hy : ‖y‖ = 1) :
    (∃ T : EuclideanSpace ℂ (Fin (2 * n)) → EuclideanSpace ℂ (Fin (2 * n)),
      IsKramersReversal T ∧ T x = y) ↔ ⟪x, y⟫_ℂ = 0 := by
  rw [exists_kramersReversal_iff hx hy, finrank_euclideanSpace_fin]
  exact and_iff_right (even_two_mul n)

end KramersPair
```

```lean
#print axioms KramersPair.kramers_doublet_iff_orthogonal
```

```
'KramersPair.kramers_doublet_iff_orthogonal' depends on axioms: [propext, Classical.choice, Quot.sound]
```

## From the sign change to the odd-dimensional contradiction

`IsKramersReversal.skew` is the exchange relation for ⟨u,Tv⟩. Its rewrite uses `inner_map` from right to left, which introduces T(Tv), and then replaces this by −v. `IsKramersReversal.inner_self_map` sets u = v and divides by two.

`IsKramersReversal.even_finrank` assumes an odd dimension and forms the matrix `K` in a standard orthonormal basis. The step `hskew` is its antisymmetry. The step `hK` is its unitarity: `b.sum_inner_mul_inner` supplies the sum over a complete basis, and two uses of `skew` supply the cancelling signs. The `calc` block `hdet` yields det K = −det K, and taking determinants in `hK` then leaves 0 = 1.

## How Lean checks the paired operator

`pairedReversal` is the explicit T. Its basis is indexed by `Fin m ⊕ Fin m`, so b_k is `b (Sum.inl k)` and b'_k is `b (Sum.inr k)`. The two component formulas are `inner_pairedReversal`, where `simp` evaluates the sum by orthonormality.

In `pairedReversal_witness`, these formulas are called `il` and `ir`, and their conjugates `hl` and `hr`. The step `hsq` compares the components of T(Tv) and −v and rebuilds both vectors with `b.sum_repr'`. The remaining four goals are the fields of `IsAntiunitary`: additivity and conjugate-linearity term by term, the inner product by expansion in the basis, and surjectivity from `hsq`. `pairedReversal_apply` is the equation Tb_k = b'_k.

## Placing x and y in the basis

In `exists_kramersReversal_iff`, the forward direction replaces y by Tx and quotes the two necessary conditions. For the converse, a unit vector is nonzero, so the dimension m + m is positive and an index `k` exists. The family that takes the value x on the first half of the indices and y on the second is restricted to the two positions `Sum.inl k` and `Sum.inr k`, where `hv` shows it to be orthonormal. Mathlib's extension theorem then completes it to a basis `b`, and `pairedReversal b` is the required T.

`kramers_doublet_iff_orthogonal` inserts the dimension 2n, whose evenness is automatic, and only orthogonality remains.
